# At an equiangular star of non-collinear bonds, the derivative of every bond angle is the same multiple of the derivative of its cosine

Take n + 1 nonzero bond vectors, of any lengths, in a real inner product space, such that the angle between any two of them has the same cosine c, with -1 < c < 1. The theorem `angle_hasFDerivAt` states that, at this configuration, the angle between bonds i and j (with i < j) is differentiable as a function of all the bond vectors, which may vary freely. Its derivative is -1/√(1 - c²) times the derivative of the cosine, where the cosine is the inner product of the two normalised bond vectors. The proof writes the angle as the arccosine of that cosine and applies the chain rule, using the known derivative of arccosine at c.

As first written in Lean, the proof fails:

```lean
import Mathlib

open InnerProductGeometry

namespace SimplexAngleRedundancy

noncomputable section

variable {V : Type*} [NormedAddCommGroup V] [InnerProductSpace ℝ V] {n : ℕ}

/-- The unit vector along a nonzero bond vector; the zero vector is sent to zero. -/
def direction (x : V) : V := ‖x‖⁻¹ • x

/-- The cosine of the angle between two bonds, as the inner product of their directions. -/
def bondCos (x y : V) : ℝ := inner ℝ (direction x) (direction y)

/-- Nonzero bonds, of any lengths, whose pairwise angles all have cosine `c`. -/
def EquiangularStar (r : Fin (n + 1) → V) (c : ℝ) : Prop :=
  (∀ i, r i ≠ 0) ∧ ∀ i j, i ≠ j → bondCos (r i) (r j) = c

lemma bondCos_eq (x y : V) : bondCos x y = inner ℝ x y / (‖x‖ * ‖y‖) := by
  rw [bondCos, direction, direction, real_inner_smul_left, real_inner_smul_right,
    div_eq_mul_inv, mul_inv]
  ring

lemma bondCos_differentiableAt {r : Fin (n + 1) → V} (h : ∀ i, r i ≠ 0) (i j : Fin (n + 1)) :
    DifferentiableAt ℝ (fun q : Fin (n + 1) → V => bondCos (q i) (q j)) r := by
  have hd : ∀ k, DifferentiableAt ℝ (fun q : Fin (n + 1) → V => direction (q k)) r := by
    intro k
    have hk : DifferentiableAt ℝ (fun q : Fin (n + 1) → V => q k) r := by fun_prop
    exact ((hk.norm ℝ (h k)).inv (norm_ne_zero_iff.mpr (h k))).smul hk
  exact (hd i).inner ℝ (hd j)

/-- In an equiangular star with `-1 < c < 1`, each angle is differentiable, and its derivative
is that of its cosine times the common factor `-1 / √(1 - c²)`. -/
theorem angle_hasFDerivAt {r : Fin (n + 1) → V} {c : ℝ} (h : EquiangularStar r c)
    (h1 : -1 < c) (h2 : c < 1) {i j : Fin (n + 1)} (hij : i < j) :
    HasFDerivAt (fun q : Fin (n + 1) → V => angle (q i) (q j))
      (-(1 / √(1 - c ^ 2)) •
        fderiv ℝ (fun q : Fin (n + 1) → V => bondCos (q i) (q j)) r) r := by
  have hd : HasDerivAt Real.arccos (-(1 / √(1 - c ^ 2))) (bondCos (r i) (r j)) := by
    rw [h.2 i j hij.ne]
    exact Real.hasDerivAt_arccos h1.ne' h2.ne
  simp only [angle, ← bondCos_eq]
  exact hd.comp_hasFDerivAt r (bondCos_differentiableAt h.1 i j).hasFDerivAt

end

end SimplexAngleRedundancy
```

The compiler's answer:

```
Main.lean:45:30: error: Application type mismatch: The argument
  DifferentiableAt.hasFDerivAt (bondCos_differentiableAt h.left i j)
has type
  HasFDerivAt (fun q => bondCos (q i) (q j)) (fderiv ℝ (fun q => bondCos (q i) (q j)) r) r
but is expected to have type
  HasFDerivAt (fun q => Real.arcsin (bondCos (q i) (q j))) (fderiv ℝ (fun q => bondCos (q i) (q j)) r) r
in the application
  HasDerivAt.comp_hasFDerivAt r ?m.171 (DifferentiableAt.hasFDerivAt (bondCos_differentiableAt h.left i j))
Main.lean:45:8: error: Application type mismatch: The argument
  hd
has type
  HasDerivAt Real.arccos (-(1 / √(1 - c ^ 2))) (bondCos (r i) (r j))
but is expected to have type
  HasDerivAt (HSub.hSub (Real.pi / 2)) (-(1 / √(1 - c ^ 2))) (Real.arcsin (bondCos (r i) (r j)))
in the application
  HasDerivAt.comp_hasFDerivAt r hd
```

Diagnosis. Both errors come from one wrong reading of the composition. The chain rule `HasDerivAt.comp_hasFDerivAt` needs an outer and an inner function, and in the failing line Lean looked for them in the goal. Mathlib defines `Real.arccos x` as `Real.pi / 2 - Real.arcsin x`, and Lean unfolded this definition, taking subtraction from π/2 as the outer function and the arcsine of `bondCos` as the inner one. The first message therefore rejects the derivative of `bondCos`, because one for its arcsine is expected. The second rejects `hd`, which concerns `Real.arccos` at the cosine, because a derivative of the subtraction at the arcsine is expected.

The repair first states the chain rule's result as `hchain`, with no goal to steer it, so the two functions come from the supplied derivatives: `Real.arccos` outside, `bondCos` inside. Then `exact hchain` only has to match a finished statement with the goal, and the two agree by definition. The mathematics is unchanged.

This version goes through:

```diff
@@ -43,5 +43,6 @@
     exact Real.hasDerivAt_arccos h1.ne' h2.ne
   simp only [angle, ← bondCos_eq]
-  exact hd.comp_hasFDerivAt r (bondCos_differentiableAt h.1 i j).hasFDerivAt
+  have hchain := hd.comp_hasFDerivAt r (bondCos_differentiableAt h.1 i j).hasFDerivAt
+  exact hchain
 
 end
```
